# Orbital shifts and the OEP equation for non-degenerate occupied levels in a finite real model

## A singular equation for the shift

In its exchange-only form, the optimised effective potential (OEP) method seeks a local potential u to stand in for K, the non-local exchange term of the Fock operator. Here K includes the minus sign of exchange; where the Fock operator is written with −K, that whole term is the K of this text. Its equation can be written with an orbital shift s_i for each occupied orbital f_i: the first-order response to replacing u by K. Written as a sum over states, the shift requires every other orbital, and truncating the sum generally leaves an error.

A linear equation for s_i avoids the sum, but its matrix H − e_i is singular, where H is the Kohn–Sham matrix and e_i the orbital energy. Any multiple c f_i can be added to a solution, which changes f_i(x) s_i(x) by c f_i(x)² and so can spoil the OEP equation. The condition that s_i be orthogonal to f_i selects the right solution when level i is non-degenerate.

## Orbitals on a finite set of points

Let H be real and symmetric, with orthonormal eigenvectors f_j and energies e_j. Write ⟨g,h⟩ = Σ_x g(x)h(x), A = K − u and a_ki = ⟨f_k, A f_i⟩. The shift is

s_i = Σ_{j≠i} f_j a_ji / (e_i − e_j),

and the OEP equation at the point x is

Σ_{i occupied} f_i(x) s_i(x) = 0.

In Lean, the finite type `n` labels both the points and the orbitals, `⬝ᵥ` is the inner product and `*ᵥ` applies a matrix to a vector. `IsOrbitalBasis` collects the assumptions on H, e and f. `orbitalShift` is s_i, `oepSum` is the left side of the OEP equation, and `density` is Σ f_i(x)² over singly occupied orbitals. A local potential is a diagonal matrix, which suits a grid but not a general set of overlapping basis functions.

There are four main statements:

- `shift_equation_iff`: a vector s satisfies (H − e_i)s = −(A − a_ii)f_i and ⟨f_i,s⟩ = 0 exactly when s = s_i.
- `hasDerivAt_orbital`: s_i is the derivative at t = 0 of the normalised orbital of H + tA that starts from f_i.
- `oep_iff_density_stationary`: the OEP equation holds at x exactly when the density there has zero derivative at t = 0.
- `potential_of_oep`: where the OEP equation holds and the density is nonzero, u(x) satisfies a self-consistency formula in T, K and the occupied orbitals, with their energies, their shifts and the mean values a_ii.

The first two require e_j ≠ e_i for all j ≠ i, and the last two require this of every occupied i. If another level shared the energy e_i, a multiple of its orbital could be added to any solution, and uniqueness would fail. Unoccupied levels may be degenerate among themselves, the occupied set is arbitrary, and A need not be symmetric.

`IsOrbitalBranch` assumes, and does not derive, a normalised eigenvector of H + tA for every real t, differentiable at t = 0. The physical example is an orbital followed smoothly as the perturbation is switched on, though the definition asks for regularity only at t = 0. K stays fixed along the way, so its own response to the changing orbitals is absent. That the OEP equation, imposed at every point, expresses stationarity of the total energy with exact exchange under changes of the local potential is background here, not a theorem of the file.

## From projections to the exchange potential

Let F be the matrix with rows f_j. Orthonormality says FFᵀ = 1. Since F is square, FᵀF = 1 as well, so g = Σ_j ⟨f_j,g⟩ f_j for every g. A vector is therefore determined by its projections.

Because H is symmetric, ⟨f_k,Hs⟩ = e_k⟨f_k,s⟩. Projecting the shift equation on f_k gives

(e_k − e_i)⟨f_k,s⟩ = −(a_ki − a_ii δ_ki).

For k = i this reads 0 = 0, and orthogonality supplies the missing component. For k ≠ i it gives ⟨f_k,s⟩ = a_ki/(e_i − e_k). These are the projections of s_i, and the steps can be reversed.

Now let (H + tA)φ(t) = ε(t)φ(t), with ⟨φ(t),φ(t)⟩ = 1 and φ(0) = f_i. Put c_k = ⟨f_k,φ(t)⟩ and b_k = ⟨f_k,Aφ(t)⟩. Projection gives

e_k c_k + t b_k = ε c_k.

Multiply this by c_i, multiply the equation for i by c_k, and subtract:

(e_k − e_i)c_k c_i + t(b_k c_i − b_i c_k) = 0.

For k ≠ i we have c_k(0) = 0, c_i(0) = 1 and b_k(0) = a_ki. Differentiating at t = 0 gives (e_k − e_i)c_k′(0) + a_ki = 0. Differentiating the normalisation gives 2⟨f_i,φ′(0)⟩ = 0. Hence φ′(0) = s_i, and the density at x has derivative

2 Σ_{i occupied} f_i(x)s_i(x).

It vanishes exactly when the OEP equation holds at x.

The same projected equation yields the first-order energy. Near t = 0, c_i is nonzero and ε = e_i + t b_i/c_i, so ε′(0) = a_ii.

Finally, write H = T + v, with v the local Kohn–Sham potential and T the rest. At the point x the shift equation is

(T s_i)(x) + v(x)s_i(x) − e_i s_i(x) = −(K f_i)(x) + u(x)f_i(x) + a_ii f_i(x).

Multiply by f_i(x) and sum over occupied i. The term in v is v(x) times the OEP sum, so it vanishes. With ρ(x) for the density,

u(x) = Σ_{i occupied} f_i(x)[(K f_i)(x) + (T s_i)(x) − e_i s_i(x) − a_ii f_i(x)] / ρ(x).

Since s_i and a_ii depend on u, this is a self-consistency condition. It leaves a constant in u free: adding one does not change the shifts and raises both sides equally.

For exact-exchange calculations, these relations give a self-consistency condition on the local potential in which the unoccupied orbitals enter only through the shifts, within a finite real model with non-degenerate occupied levels.

With complex orbitals and Hermitian H, the density response would be 2 Re Σ f_i(x)* s_i(x). Normalisation would fix only the real part of ⟨f_i,φ′(0)⟩, so identifying φ′(0) with s_i would also need a phase condition.

## The Lean file

```lean
import Mathlib

open Matrix

namespace OptimizedEffectivePotential

noncomputable section

variable {n : Type*} [Fintype n] [DecidableEq n]

/-- The real symmetric matrix `H` has the orthonormal orbitals `f j` as eigenvectors, with
orbital energies `e j`. -/
structure IsOrbitalBasis (H : Matrix n n ℝ) (e : n → ℝ) (f : n → n → ℝ) : Prop where
  symmetric : H.IsSymm
  orthonormal : ∀ i j, f i ⬝ᵥ f j = if i = j then 1 else 0
  eigen : ∀ i, H *ᵥ f i = e i • f i

/-- The orbital shift of level `i` under `A`: the sum over all other orbitals `f j`, weighted by
`⟨f j, A f i⟩ / (e i - e j)`. Its domain is a level `i` whose energy differs from all others. -/
def orbitalShift (A : Matrix n n ℝ) (e : n → ℝ) (f : n → n → ℝ) (i : n) : n → ℝ :=
  ∑ j ∈ Finset.univ.erase i, ((f j ⬝ᵥ A *ᵥ f i) / (e i - e j)) • f j

/-- The density at the point `x` of the orbitals in `occ`, each singly occupied. -/
def density (occ : Finset n) (f : n → n → ℝ) (x : n) : ℝ := ∑ i ∈ occ, f i x ^ 2

/-- The left side of the OEP equation at `x`: occupied orbitals times their orbital shifts.
Its domain is that of non-degenerate occupied levels. -/
def oepSum (A : Matrix n n ℝ) (e : n → ℝ) (f : n → n → ℝ) (occ : Finset n) (x : n) : ℝ :=
  ∑ i ∈ occ, f i x * orbitalShift A e f i x

/-- A normalised eigenvector `φ t` of `H + t A` that starts from the orbital `g` at `t = 0` and
is differentiable there. -/
structure IsOrbitalBranch (H A : Matrix n n ℝ) (g : n → ℝ) (φ : ℝ → n → ℝ) : Prop where
  eigen : ∀ t, ∃ ε : ℝ, (H + t • A) *ᵥ φ t = ε • φ t
  normalized : ∀ t, φ t ⬝ᵥ φ t = 1
  start : φ 0 = g
  differentiable : DifferentiableAt ℝ φ 0

variable {H A : Matrix n n ℝ} {e : n → ℝ} {f : n → n → ℝ}

/-- Completeness: every vector is the sum of its projections on the orbitals. -/
theorem orbital_expansion (hb : IsOrbitalBasis H e f) (g : n → ℝ) :
    g = ∑ j, (f j ⬝ᵥ g) • f j := by
  have h1 : Matrix.of f * (Matrix.of f)ᵀ = 1 := by
    ext i j
    rw [Matrix.one_apply, ← hb.orthonormal i j]
    simp only [Matrix.mul_apply, Matrix.transpose_apply, dotProduct, Matrix.of_apply]
  -- a square matrix with orthonormal rows also has orthonormal columns
  have h2 : (Matrix.of f)ᵀ * Matrix.of f = 1 := mul_eq_one_comm.mp h1
  have h3 : g = (Matrix.of f)ᵀ *ᵥ (Matrix.of f *ᵥ g) := by
    rw [Matrix.mulVec_mulVec, h2, Matrix.one_mulVec]
  ext x
  refine (congrFun h3 x).trans ?_
  simp only [Matrix.mulVec, dotProduct, Matrix.transpose_apply, Matrix.of_apply,
    Finset.sum_apply, Pi.smul_apply, smul_eq_mul]
  exact Finset.sum_congr rfl fun j _ => mul_comm _ _

/-- Two vectors with the same projection on every orbital are equal. -/
theorem eq_of_projections (hb : IsOrbitalBasis H e f) {g h : n → ℝ}
    (hgh : ∀ j, f j ⬝ᵥ g = f j ⬝ᵥ h) : g = h := by
  rw [orbital_expansion hb g, orbital_expansion hb h]
  exact Finset.sum_congr rfl fun j _ => by rw [hgh j]

/-- Projecting `H g` on an orbital multiplies the projection of `g` by the orbital energy. -/
theorem projection_hamiltonian (hb : IsOrbitalBasis H e f) (k : n) (g : n → ℝ) :
    f k ⬝ᵥ H *ᵥ g = e k * (f k ⬝ᵥ g) := by
  rw [Matrix.dotProduct_mulVec, ← Matrix.mulVec_transpose, hb.symmetric.eq, hb.eigen,
    smul_dotProduct, smul_eq_mul]

/-- The orbital shift of level `i` has no component on `f i`, and on any other orbital `f k` its
component is `⟨f k, A f i⟩ / (e i - e k)`. -/
theorem projection_shift (hb : IsOrbitalBasis H e f) (i k : n) :
    f k ⬝ᵥ orbitalShift A e f i =
      if k = i then 0 else (f k ⬝ᵥ A *ᵥ f i) / (e i - e k) := by
  have hsum : ∀ (s : Finset n) (v : n → n → ℝ),
      f k ⬝ᵥ (∑ j ∈ s, v j) = ∑ j ∈ s, f k ⬝ᵥ v j := by
    intro s v
    simp only [dotProduct, Finset.sum_apply, Finset.mul_sum]
    exact Finset.sum_comm
  rw [orbitalShift, hsum]
  simp only [dotProduct_smul, hb.orthonormal, smul_eq_mul, mul_ite, mul_one, mul_zero,
    Finset.sum_ite_eq, Finset.mem_erase, Finset.mem_univ, and_true]
  by_cases h : k = i <;> simp [h]

/-- For a non-degenerate level `i`, the orbital shift is the one and only solution of
`(H - e i) s = -(A - ⟨f i, A f i⟩) f i` that is orthogonal to `f i`. -/
theorem shift_equation_iff (hb : IsOrbitalBasis H e f) {i : n}
    (hi : ∀ j, j ≠ i → e j ≠ e i) (s : n → ℝ) :
    (H *ᵥ s - e i • s = -(A *ᵥ f i - (f i ⬝ᵥ A *ᵥ f i) • f i) ∧ f i ⬝ᵥ s = 0) ↔
      s = orbitalShift A e f i := by
  have hL : ∀ k, f k ⬝ᵥ (H *ᵥ s - e i • s) = (e k - e i) * (f k ⬝ᵥ s) := by
    intro k
    rw [dotProduct_sub, projection_hamiltonian hb, dotProduct_smul, smul_eq_mul]
    ring
  have hR : ∀ k, f k ⬝ᵥ (-(A *ᵥ f i - (f i ⬝ᵥ A *ᵥ f i) • f i)) =
      -(f k ⬝ᵥ A *ᵥ f i - (f i ⬝ᵥ A *ᵥ f i) * if k = i then 1 else 0) := by
    intro k
    rw [dotProduct_neg, dotProduct_sub, dotProduct_smul, hb.orthonormal, smul_eq_mul]
  constructor
  · rintro ⟨heq, horth⟩
    refine eq_of_projections hb fun k => ?_
    rw [projection_shift hb]
    by_cases hk : k = i
    · rw [if_pos hk, hk, horth]
    · have h := hL k
      rw [heq, hR k, if_neg hk] at h
      rw [if_neg hk, eq_div_iff (sub_ne_zero.mpr (hi k hk).symm)]
      linear_combination h
  · intro hs
    have hp : ∀ k, f k ⬝ᵥ s = if k = i then 0 else (f k ⬝ᵥ A *ᵥ f i) / (e i - e k) := by
      intro k
      rw [hs, projection_shift hb]
    refine ⟨eq_of_projections hb fun k => ?_, by rw [hp i, if_pos rfl]⟩
    rw [hL, hR, hp]
    by_cases hk : k = i
    · subst hk
      simp
    · have hne : e i - e k ≠ 0 := sub_ne_zero.mpr (hi k hk).symm
      rw [if_neg hk, if_neg hk]
      linear_combination -(div_mul_cancel₀ (f k ⬝ᵥ A *ᵥ f i) hne)

/-- For a non-degenerate level `i`, every orbital branch of `H + t A` that starts from `f i` has the
orbital shift as its derivative at `t = 0`. -/
theorem hasDerivAt_orbital (hb : IsOrbitalBasis H e f) {i : n}
    (hi : ∀ j, j ≠ i → e j ≠ e i) {φ : ℝ → n → ℝ} (hφ : IsOrbitalBranch H A (f i) φ) :
    HasDerivAt φ (orbitalShift A e f i) 0 := by
  obtain ⟨d, hd⟩ : ∃ d, HasDerivAt φ d 0 := ⟨_, hφ.differentiable.hasDerivAt⟩
  have hx := hasDerivAt_pi.mp hd
  have hdot : ∀ u : n → ℝ, HasDerivAt (fun t => u ⬝ᵥ φ t) (u ⬝ᵥ d) 0 := fun u =>
    HasDerivAt.fun_sum fun x _ => (hx x).const_mul (u x)
  suffices h : d = orbitalShift A e f i by rwa [← h]
  refine eq_of_projections hb fun k => ?_
  rw [projection_shift hb]
  by_cases hk : k = i
  · -- normalisation keeps the change orthogonal to the orbital
    have hN : HasDerivAt (fun t => φ t ⬝ᵥ φ t) (2 * (f i ⬝ᵥ d)) 0 := by
      have h := HasDerivAt.fun_sum (u := Finset.univ) fun x _ => (hx x).fun_mul (hx x)
      refine h.congr_deriv ?_
      simp only [dotProduct, Finset.mul_sum, hφ.start]
      exact Finset.sum_congr rfl fun x _ => by ring
    simp only [hφ.normalized] at hN
    have h := hN.unique (hasDerivAt_const (0 : ℝ) (1 : ℝ))
    rw [if_pos hk, hk]
    linarith
  · -- eliminate the perturbed energy between the projections on `f k` and `f i`
    have hF := (((hdot (f k)).fun_mul (hdot (f i))).const_mul (e k - e i)).fun_add
      ((hasDerivAt_id' (0 : ℝ)).fun_mul (((hdot (f k ᵥ* A)).fun_mul (hdot (f i))).fun_sub
        ((hdot (f i ᵥ* A)).fun_mul (hdot (f k)))))
    have hzero : ∀ t : ℝ, (0 : ℝ) = (e k - e i) * ((f k ⬝ᵥ φ t) * (f i ⬝ᵥ φ t)) +
        t * ((f k ᵥ* A ⬝ᵥ φ t) * (f i ⬝ᵥ φ t) - (f i ᵥ* A ⬝ᵥ φ t) * (f k ⬝ᵥ φ t)) := by
      intro t
      obtain ⟨ε, hε⟩ := hφ.eigen t
      have hp : ∀ l, e l * (f l ⬝ᵥ φ t) + t * (f l ᵥ* A ⬝ᵥ φ t) = ε * (f l ⬝ᵥ φ t) := by
        intro l
        have h : f l ⬝ᵥ ((H + t • A) *ᵥ φ t) = f l ⬝ᵥ (ε • φ t) := by rw [hε]
        rw [Matrix.add_mulVec, dotProduct_add, projection_hamiltonian hb,
          Matrix.smul_mulVec] at h
        simp only [dotProduct_smul, smul_eq_mul] at h
        rwa [Matrix.dotProduct_mulVec] at h
      linear_combination -(f i ⬝ᵥ φ t) * hp k + (f k ⬝ᵥ φ t) * hp i
    have hz := (hasDerivAt_const (0 : ℝ) (0 : ℝ)).unique
      (hF.congr_of_eventuallyEq (Filter.Eventually.of_forall hzero))
    simp only [hφ.start, hb.orthonormal, if_neg hk, if_true, ← Matrix.dotProduct_mulVec] at hz
    rw [if_neg hk, eq_div_iff (sub_ne_zero.mpr (hi k hk).symm)]
    linear_combination hz

/-- Let the occupied levels be non-degenerate, and let each occupied orbital be the start of an
orbital branch of `H + t A`. The OEP equation holds at `x` exactly when the density of these
branches at `x` has zero derivative at `t = 0`. -/
theorem oep_iff_density_stationary (hb : IsOrbitalBasis H e f) {occ : Finset n}
    (hocc : ∀ i ∈ occ, ∀ j, j ≠ i → e j ≠ e i) {φ : n → ℝ → n → ℝ}
    (hφ : ∀ i ∈ occ, IsOrbitalBranch H A (f i) (φ i)) (x : n) :
    oepSum A e f occ x = 0 ↔
      HasDerivAt (fun t => density occ (fun i => φ i t) x) 0 0 := by
  have hD : HasDerivAt (fun t => density occ (fun i => φ i t) x)
      (2 * oepSum A e f occ x) 0 := by
    simp only [density, sq]
    have h := HasDerivAt.fun_sum (u := occ) fun i hi =>
      (hasDerivAt_pi.mp (hasDerivAt_orbital hb (hocc i hi) (hφ i hi)) x).fun_mul
        (hasDerivAt_pi.mp (hasDerivAt_orbital hb (hocc i hi) (hφ i hi)) x)
    refine h.congr_deriv ?_
    rw [oepSum, Finset.mul_sum]
    refine Finset.sum_congr rfl fun i hi => ?_
    rw [(hφ i hi).start]
    ring
  constructor
  · intro h
    simpa only [h, mul_zero] using hD
  · intro h
    linarith [hD.unique h]

/-- Let `H = T + v` and `A = K - u` with local potentials `v` and `u`, and let the occupied levels
be non-degenerate. Where the OEP equation holds and the density is nonzero, `u` satisfies a
self-consistency formula in `T`, `K` and the occupied orbitals, with their energies, their shifts
and the mean values `⟨f i, A f i⟩`. The shifts and mean values themselves depend on `u`. -/
theorem potential_of_oep {T K : Matrix n n ℝ} {v u : n → ℝ}
    (hb : IsOrbitalBasis (T + diagonal v) e f) {occ : Finset n}
    (hocc : ∀ i ∈ occ, ∀ j, j ≠ i → e j ≠ e i) {x : n}
    (hoep : oepSum (K - diagonal u) e f occ x = 0) (hρ : density occ f x ≠ 0) :
    u x = (∑ i ∈ occ, f i x * ((K *ᵥ f i) x + (T *ᵥ orbitalShift (K - diagonal u) e f i) x
      - e i * orbitalShift (K - diagonal u) e f i x
      - (f i ⬝ᵥ (K - diagonal u) *ᵥ f i) * f i x)) / density occ f x := by
  rw [eq_div_iff hρ]
  -- the term with `v` is proportional to the OEP sum and drops out
  rw [← add_zero (∑ i ∈ occ, _), ← mul_zero (v x), ← hoep, density, oepSum,
    Finset.mul_sum, Finset.mul_sum, ← Finset.sum_add_distrib]
  refine Finset.sum_congr rfl fun i hi => ?_
  have h := congrFun ((shift_equation_iff (A := K - diagonal u) hb (hocc i hi) _).mpr rfl).1 x
  simp only [Matrix.add_mulVec, Matrix.sub_mulVec, Pi.add_apply, Pi.sub_apply, Pi.neg_apply,
    Pi.smul_apply, smul_eq_mul, Matrix.mulVec_diagonal] at h ⊢
  linear_combination -(f i x) * h

/-- A two-level system with energies `1` and `-1` and an off-diagonal coupling `t`: the upper
orbital rotates by half the angle `arctan t`. -/
theorem orbitalBranch_witness :
    IsOrbitalBasis !![(1 : ℝ), 0; 0, -1] ![1, -1] ![![1, 0], ![0, 1]] ∧
    IsOrbitalBranch !![(1 : ℝ), 0; 0, -1] !![0, 1; 1, 0] ![1, 0]
      (fun t => ![Real.cos (Real.arctan t / 2), Real.sin (Real.arctan t / 2)]) := by
  refine ⟨⟨?_, ?_, ?_⟩, ⟨?_, ?_, ?_, ?_⟩⟩
  · exact Matrix.IsSymm.ext fun i j => by fin_cases i <;> fin_cases j <;> rfl
  · intro i j
    fin_cases i <;> fin_cases j <;> simp [dotProduct, Fin.sum_univ_two]
  · intro i
    ext x
    fin_cases i <;> fin_cases x <;> simp [Matrix.mulVec, dotProduct, Fin.sum_univ_two]
  · intro t
    have hc : Real.cos (Real.arctan t) ≠ 0 := (Real.cos_arctan_pos t).ne'
    have hS := Real.tan_arctan t
    rw [Real.tan_eq_sin_div_cos, div_eq_iff hc] at hS
    have h2c := Real.cos_two_mul (Real.arctan t / 2)
    have h2s := Real.sin_two_mul (Real.arctan t / 2)
    rw [mul_div_cancel₀ (Real.arctan t) (two_ne_zero' ℝ)] at h2c h2s
    have hp := Real.sin_sq_add_cos_sq (Real.arctan t / 2)
    generalize Real.cos (Real.arctan t / 2) = c at *
    generalize Real.sin (Real.arctan t / 2) = s at *
    generalize Real.cos (Real.arctan t) = C at *
    have h0 : c + t * s = C⁻¹ * c := by
      rw [show C⁻¹ * c = c / C by ring, eq_div_iff hc]
      linear_combination c * h2c - s * hS + s * h2s + 2 * c * hp
    have h1 : t * c - s = C⁻¹ * s := by
      rw [show C⁻¹ * s = s / C by ring, eq_div_iff hc]
      linear_combination -c * hS + c * h2s - s * h2c
    generalize C⁻¹ = ε at h0 h1
    refine ⟨ε, ?_⟩
    ext x
    fin_cases x
    · simp [Matrix.mulVec, dotProduct, Fin.sum_univ_two]
      linear_combination h0
    · simp [Matrix.mulVec, dotProduct, Fin.sum_univ_two]
      linear_combination h1
  · intro t
    simp only [dotProduct, Fin.sum_univ_two, Matrix.cons_val_zero, Matrix.cons_val_one]
    linear_combination Real.sin_sq_add_cos_sq (Real.arctan t / 2)
  · simp
  · exact differentiableAt_pi.mpr (Fin.forall_fin_two.mpr
      ⟨(Real.differentiable_arctan.div_const 2).cos 0,
        (Real.differentiable_arctan.div_const 2).sin 0⟩)

end

end OptimizedEffectivePotential
```

```lean
#print axioms OptimizedEffectivePotential.oep_iff_density_stationary
#print axioms OptimizedEffectivePotential.potential_of_oep
```

```
'OptimizedEffectivePotential.oep_iff_density_stationary' depends on axioms: [propext, Classical.choice, Quot.sound]
'OptimizedEffectivePotential.potential_of_oep' depends on axioms: [propext, Classical.choice, Quot.sound]
```

## Projections and derivatives in the proof

`orbital_expansion` passes from FFᵀ = 1 to FᵀF = 1 with `mul_eq_one_comm`, and `eq_of_projections` reduces equality of vectors to equality of projections. `projection_hamiltonian` uses the symmetry of H, while `projection_shift` reads off the components of s_i.

In `shift_equation_iff`, `hL` and `hR` are the projected left and right sides. Both directions split into k = i and k ≠ i, and `linear_combination` completes the algebra.

In `hasDerivAt_orbital`, `hN` differentiates the normalisation. `hzero` is the identity with ε eliminated, so differentiability of ε is never needed. `hF` differentiates its right side, and uniqueness of derivatives sets the result to zero.

`oep_iff_density_stationary` obtains the density derivative `hD` from the product rule. `potential_of_oep` adds v(x) times the vanishing OEP sum, then uses the shift equation for each orbital.

`orbitalBranch_witness` gives a two-level example of an orbital basis and a branch, using half-angle identities and ε = 1/cos(arctan t). There the upper orbital has shift (0, 1/2), the derivative of its rotation at t = 0.
